# The average repulsion of p-shell determinants is $\tfrac{N(N-1)}{2}\left(F_0-\tfrac{2}{25}F_2\right)$

Place $N\le 6$ electrons in the six spin orbitals of a p shell, and let $F_0$ and $F_2$ be its full Slater radial integrals, often written $F^0$ and $F^2$; the reduced integral $F^2/25$, for which the symbol $F_2$ is also in use, is not meant here. With the Coulomb and exchange integrals between Cartesian p orbitals given below, the electron repulsion averaged over all determinants, with equal weights, is

$$\bar E_N=\frac{N(N-1)}{2}\left(F_0-\frac{2F_2}{25}\right).$$

In configuration-average Hartree–Fock calculations on atoms, an expression of this kind supplies the repulsion within an open shell; here it is for a single p shell whose orbitals share one radial function.

## Determinants as sets of spin orbitals

The counting argument works for any finite set of $n$ spin orbitals. This set is the type `ι`, and $n$ is `Fintype.card ι`.

In Lean 4 with Mathlib:

```lean
import Mathlib

open Finset

namespace PShellConfigurationAverage

noncomputable section

variable {ι : Type*} [Fintype ι] [DecidableEq ι]
```

A determinant is given by the set $S$ of its occupied spin orbitals. If $g_{ab}$ is the pair energy, Coulomb minus exchange, the repulsion energy is

$$E(S)=\frac12\sum_{a\in S}\sum_{b\in S}g_{ab}.$$

This is the expectation value in a single determinant; matrix elements between different determinants do not enter.

```lean
/-- Repulsion energy of the determinant occupying the spin orbitals in `S`: half the double sum
of the pair energies `g`. -/
def repulsion {ι : Type*} (g : ι → ι → ℝ) (S : Finset ι) : ℝ :=
  (1 / 2) * ∑ a ∈ S, ∑ b ∈ S, g a b
```

The average adds $E(S)$ over all $N$-element sets and divides by their number, $\binom nN$.

```lean
/-- Mean repulsion energy of all determinants with `N` electrons in the shell `ι`. -/
def configAverage {ι : Type*} [Fintype ι] (g : ι → ι → ℝ) (N : ℕ) : ℝ :=
  (∑ S ∈ powersetCard N (univ : Finset ι), repulsion g S) / ((Fintype.card ι).choose N : ℝ)
```

## How often a pair is occupied

Fix two distinct spin orbitals $a$ and $b$. A determinant with $k+2$ electrons that contains both is completed by choosing $k$ more from the other $n-2$, so there are $\binom{n-2}{k}$ of them. The proof makes this a bijection: remove $\{a,b\}$ from $S$, or put it back.

```lean
/-- Two distinct spin orbitals of a shell with `n` members are both occupied in
`(n - 2).choose k` of the determinants with `k + 2` electrons. -/
theorem card_determinants_containing {a b : ι} (hab : a ≠ b) (k : ℕ) :
    #{S ∈ powersetCard (k + 2) (univ : Finset ι) | a ∈ S ∧ b ∈ S}
      = (Fintype.card ι - 2).choose k := by
  have hc : #(({a, b} : Finset ι)ᶜ) = Fintype.card ι - 2 := by
    rw [card_compl, card_pair hab]
  rw [← hc, ← card_powersetCard]
  have hsub : ∀ S : Finset ι, a ∈ S ∧ b ∈ S → ({a, b} : Finset ι) ⊆ S := by
    intro S h x hx
    rcases mem_insert.1 hx with rfl | hx
    · exact h.1
    · rw [mem_singleton.1 hx]
      exact h.2
  have hdis : ∀ T : Finset ι, T ⊆ ({a, b} : Finset ι)ᶜ → Disjoint T {a, b} :=
    fun T hT => disjoint_left.2 fun x hx hx' => mem_compl.1 (hT hx) hx'
  -- removing the pair and putting it back are inverse to each other
  refine card_bij' (fun S _ => S \ {a, b}) (fun T _ => T ∪ {a, b}) ?_ ?_ ?_ ?_
  · intro S hS
    obtain ⟨hS1, hS2⟩ := mem_filter.1 hS
    have h1 := card_sdiff_add_card_eq_card (hsub S hS2)
    rw [card_pair hab, (mem_powersetCard.1 hS1).2] at h1
    exact mem_powersetCard.2
      ⟨fun x hx => mem_compl.2 (mem_sdiff.1 hx).2, Nat.add_right_cancel h1⟩
  · intro T hT
    obtain ⟨hT1, hT2⟩ := mem_powersetCard.1 hT
    have h1 : #(T ∪ {a, b}) = k + 2 := by
      rw [card_union_of_disjoint (hdis T hT1), hT2, card_pair hab]
    exact mem_filter.2 ⟨mem_powersetCard.2 ⟨subset_univ _, h1⟩, by simp, by simp⟩
  · intro S hS
    exact sdiff_union_of_subset (hsub S (mem_filter.1 hS).2)
  · intro T hT
    exact union_sdiff_cancel_right (hdis T (mem_powersetCard.1 hT).1)
```

Let $c_N$ be the number of $N$-electron determinants containing both. Then

$$n(n-1)\,c_N=N(N-1)\binom nN.$$

For $N<2$ both sides are zero. Otherwise write $N=k+2$ and $n=m+2$, and use the absorption identity twice:

$$(m+1)\binom mk=(k+1)\binom{m+1}{k+1},\qquad (m+2)\binom{m+1}{k+1}=(k+2)\binom{m+2}{k+2}.$$

Multiplying the first by $m+2$ and the second by $k+1$ and adding gives the claim, which is what the final `linear_combination` does.

```lean
/-- Among all `N`-electron determinants of a shell with `n` spin orbitals, the fraction in which
two given distinct spin orbitals are both occupied is `N (N - 1) / (n (n - 1))`, written here
without division. -/
theorem pair_occupation {a b : ι} (hab : a ≠ b) (N : ℕ) :
    (Fintype.card ι : ℝ) * ((Fintype.card ι : ℝ) - 1)
        * (#{S ∈ powersetCard N (univ : Finset ι) | a ∈ S ∧ b ∈ S} : ℝ)
      = (N : ℝ) * ((N : ℝ) - 1) * ((Fintype.card ι).choose N : ℝ) := by
  rcases lt_or_ge N 2 with h | h
  · -- fewer than two electrons cannot occupy a pair
    have h0 : #{S ∈ powersetCard N (univ : Finset ι) | a ∈ S ∧ b ∈ S} = 0 := by
      refine card_eq_zero.2 (filter_eq_empty_iff.2 fun S hS hp => ?_)
      have h1 := one_lt_card.2 ⟨a, hp.1, b, hp.2, hab⟩
      have h2 := (mem_powersetCard.1 hS).2
      omega
    rw [h0]
    interval_cases N <;> simp
  · obtain ⟨k, rfl⟩ := Nat.exists_eq_add_of_le' h
    have hn : 2 ≤ Fintype.card ι := Fintype.one_lt_card_iff.2 ⟨a, b, hab⟩
    obtain ⟨m, hm⟩ := Nat.exists_eq_add_of_le' hn
    rw [card_determinants_containing hab, hm, Nat.add_sub_cancel]
    -- absorption identity for binomial coefficients, used twice
    have h1 : ((m : ℝ) + 1) * (m.choose k : ℝ)
        = ((m + 1).choose (k + 1) : ℝ) * ((k : ℝ) + 1) := by
      exact_mod_cast Nat.add_one_mul_choose_eq m k
    have h2 : ((m : ℝ) + 1 + 1) * ((m + 1).choose (k + 1) : ℝ)
        = ((m + 2).choose (k + 2) : ℝ) * ((k : ℝ) + 1 + 1) := by
      exact_mod_cast Nat.add_one_mul_choose_eq (m + 1) (k + 1)
    push_cast
    linear_combination ((m : ℝ) + 2) * h1 + ((k : ℝ) + 1) * h2
```

## From pair counts to the average

Exchanging the order of summation turns the sum over determinants into a sum over pairs:

$$\sum_{|S|=N}\sum_{a,b\in S}g_{ab}=\sum_{a,b}\#\{S: |S|=N,\ a,b\in S\}\,g_{ab}.$$

In the proof, membership in $S$ first becomes an `if` condition, so that the ranges of $a$ and $b$ no longer depend on $S$ and their sums can be moved outside the sum over $S$.

```lean
/-- Summed over all `N`-electron determinants, each pair energy is counted as often as both
its spin orbitals are occupied. -/
theorem sum_determinants_eq (g : ι → ι → ℝ) (N : ℕ) :
    ∑ S ∈ powersetCard N (univ : Finset ι), ∑ a ∈ S, ∑ b ∈ S, g a b
      = ∑ a, ∑ b, (#{S ∈ powersetCard N (univ : Finset ι) | a ∈ S ∧ b ∈ S} : ℝ) * g a b := by
  have h : ∀ S : Finset ι, ∑ a ∈ S, ∑ b ∈ S, g a b
      = ∑ a, ∑ b, if a ∈ S ∧ b ∈ S then g a b else 0 := by
    intro S
    have h1 : ∀ f : ι → ℝ, ∑ a ∈ S, f a = ∑ a, if a ∈ S then f a else 0 := by
      intro f
      simp
    rw [h1]
    refine sum_congr rfl fun a _ => ?_
    by_cases ha : a ∈ S <;> simp [ha]
  rw [sum_congr rfl (fun S _ => h S)]
  refine sum_comm.trans (sum_congr rfl fun a _ => sum_comm.trans (sum_congr rfl fun b _ => ?_))
  rw [← sum_filter, sum_const, nsmul_eq_mul]
```

Suppose $g_{aa}=0$. Only distinct pairs contribute, and each is counted $c_N$ times. Multiplying by $n(n-1)$, inserting the pair count and dividing by $2\binom nN$ gives

$$n(n-1)\,\bar E_N=\frac{N(N-1)}2\sum_{a,b}g_{ab}.$$

The condition $N\le n$ ensures that there are determinants to average over. For $n=0$ or $1$ the equation reads $0=0$.

```lean
/-- Configuration average for any shell of `n` spin orbitals and any pair energy without
self-interaction: `n (n - 1)` times the average is `N (N - 1) / 2` times the sum of the pair
energies over all ordered pairs. -/
theorem configAverage_general (g : ι → ι → ℝ) (hg : ∀ a, g a a = 0) {N : ℕ}
    (hN : N ≤ Fintype.card ι) :
    (Fintype.card ι : ℝ) * ((Fintype.card ι : ℝ) - 1) * configAverage g N
      = (N : ℝ) * ((N : ℝ) - 1) / 2 * ∑ a, ∑ b, g a b := by
  have key : (Fintype.card ι : ℝ) * ((Fintype.card ι : ℝ) - 1)
        * ∑ S ∈ powersetCard N (univ : Finset ι), ∑ a ∈ S, ∑ b ∈ S, g a b
      = (N : ℝ) * ((N : ℝ) - 1) * ((Fintype.card ι).choose N : ℝ) * ∑ a, ∑ b, g a b := by
    rw [sum_determinants_eq, mul_sum, mul_sum]
    refine sum_congr rfl fun a _ => ?_
    rw [mul_sum, mul_sum]
    refine sum_congr rfl fun b _ => ?_
    by_cases hab : a = b
    · subst hab
      simp [hg]
    · rw [← mul_assoc, pair_occupation hab N]
  have hC : ((Fintype.card ι).choose N : ℝ) ≠ 0 :=
    Nat.cast_ne_zero.2 (Nat.choose_pos hN).ne'
  unfold configAverage repulsion
  rw [← mul_sum, mul_div_assoc', div_eq_iff hC]
  linear_combination key / 2
```

## The p shell

A spin orbital is now a pair of a Cartesian index and a spin.

```lean
/-- The six p spin orbitals: a Cartesian orbital and a spin (`true` for up). -/
abbrev SpinOrbital := Fin 3 × Bool
```

The Coulomb integrals are $J_{ii}=F_0+\frac{4}{25}F_2$ and, for $i\ne j$, $J_{ij}=F_0-\frac{2}{25}F_2$. Here $F_2$ is the full radial integral, with the factor $1/25$ kept outside. These values are taken as definitions, not derived from the orbitals, and $F_0$ and $F_2$ may be any real numbers.

```lean
/-- Coulomb integral `J_ij` between Cartesian p orbitals. -/
def coulomb (F₀ F₂ : ℝ) (i j : Fin 3) : ℝ :=
  if i = j then F₀ + 4 * F₂ / 25 else F₀ - 2 * F₂ / 25
```

The exchange integrals are $K_{ij}=\frac{3}{25}F_2$ for $i\neq j$, and $K_{ii}=J_{ii}$.

```lean
/-- Exchange integral `K_ij` between Cartesian p orbitals, with `K_ii = J_ii`. -/
def exchange (F₀ F₂ : ℝ) (i j : Fin 3) : ℝ :=
  if i = j then coulomb F₀ F₂ i i else 3 * F₂ / 25
```

Exchange acts only between equal spins: $g_{ab}=J_{ij}-\delta_{\sigma\tau}K_{ij}$ for $a=(i,\sigma)$ and $b=(j,\tau)$.

```lean
/-- Pair energy of two p spin orbitals: Coulomb minus exchange, the latter only for equal
spins. -/
def pairEnergy (F₀ F₂ : ℝ) (a b : SpinOrbital) : ℝ :=
  coulomb F₀ F₂ a.1 b.1 - if a.2 = b.2 then exchange F₀ F₂ a.1 b.1 else 0
```

Since $K_{ii}=J_{ii}$, a spin orbital does not repel itself, as the general result requires.

```lean
/-- The Coulomb and exchange self-interactions of a p spin orbital cancel. -/
theorem pairEnergy_self (F₀ F₂ : ℝ) (a : SpinOrbital) : pairEnergy F₀ F₂ a a = 0 := by
  simp [pairEnergy, exchange]
```

There are 30 ordered pairs of distinct spin orbitals. Six share a Cartesian orbital and have opposite spins; 24 have different Cartesian orbitals, and 12 of these have equal spins. Hence

$$\sum_{a,b}g_{ab}=6\left(F_0+\frac{4F_2}{25}\right)+24\left(F_0-\frac{2F_2}{25}\right)-12\cdot\frac{3F_2}{25}=30\left(F_0-\frac{2F_2}{25}\right).$$

With $n(n-1)=30$ the factor cancels. In the proof, `hsum` evaluates this sum by expanding it, and the last line divides by 30.

```lean
/-- The repulsion energy averaged over all determinants with `N ≤ 6` electrons in the p shell
is `N (N - 1) / 2` times `F₀ - 2 F₂ / 25`. -/
theorem pShell_configAverage (F₀ F₂ : ℝ) {N : ℕ} (hN : N ≤ 6) :
    configAverage (pairEnergy F₀ F₂) N
      = (N : ℝ) * ((N : ℝ) - 1) / 2 * (F₀ - 2 * F₂ / 25) := by
  have hcard : Fintype.card SpinOrbital = 6 := by simp [SpinOrbital]
  -- the thirty ordered pairs of distinct spin orbitals
  have hsum : ∑ a, ∑ b, pairEnergy F₀ F₂ a b = 30 * (F₀ - 2 * F₂ / 25) := by
    simp [Fintype.sum_prod_type, Fin.sum_univ_succ, pairEnergy, coulomb, exchange]
    ring
  have h := configAverage_general (pairEnergy F₀ F₂) (pairEnergy_self F₀ F₂)
    (N := N) (by rw [hcard]; exact hN)
  rw [hcard, hsum] at h
  push_cast at h
  linear_combination h / 30
```

## The spin-polarised half-filled shell

Individual determinants can differ from the average. With one spin-up electron in each p orbital there are three pairs, each with energy $J_{ij}-K_{ij}=F_0-\frac{5}{25}F_2$, so

$$E=3F_0-\frac{15F_2}{25}=\bar E_3-\frac{9F_2}{25}.$$

For the positive $F_2$ of a real shell, this determinant lies below the average. The proof inserts the average for $N=3$ and expands the double sum.

```lean
/-- The determinant with one spin-up electron in each p orbital has a repulsion energy `9 F₂ / 25`
below the average over all three-electron determinants. -/
theorem spinPolarised_below_average (F₀ F₂ : ℝ) :
    repulsion (pairEnergy F₀ F₂) ((univ : Finset (Fin 3)) ×ˢ {true})
      = configAverage (pairEnergy F₀ F₂) 3 - 9 * F₂ / 25 := by
  rw [pShell_configAverage F₀ F₂ (by norm_num : 3 ≤ 6)]
  simp only [repulsion, sum_product, sum_singleton]
  simp [Fin.sum_univ_succ, pairEnergy, coulomb, exchange]
  ring

end

end PShellConfigurationAverage
```

```lean
#print axioms PShellConfigurationAverage.pShell_configAverage
#print axioms PShellConfigurationAverage.spinPolarised_below_average
```

```
'PShellConfigurationAverage.pShell_configAverage' depends on axioms: [propext, Classical.choice, Quot.sound]
'PShellConfigurationAverage.spinPolarised_below_average' depends on axioms: [propext, Classical.choice, Quot.sound]
```
